# Upper and lower bounds on the free-energy error from neglecting a constant heat-capacity difference, per unit of that difference

For real temperatures `0 < T < Tm`, the theorem `unit_error_bounds` states that Tm − T − T log(Tm/T) lies strictly between (Tm − T)²/(2Tm) and (Tm − T)²/(2T). The file calls this quantity the error per unit heat-capacity difference. It is the enthalpy term Tm − T less T times the entropy term log(Tm/T), as obtained by integrating a heat-capacity difference of one, constant in temperature, from T to Tm. The theorem itself is an inequality between real numbers and does not derive the expression from a thermodynamic model. The proof applies the logarithm bounds of `log_bounds` at x = Tm/T, multiplies them by T, rewrites the results with two algebraic identities, `e1` and `e2`, and finishes with `linarith`.

Lean 4 with Mathlib refuses this proof:

```lean
import Mathlib

open Filter Topology

namespace UnitErrorBounds

noncomputable section

/-- A function that is differentiable at every `y ≥ 1`, vanishes at `1` and has positive slope
beyond `1` is positive beyond `1`. -/
lemma pos_of_slope_pos {f f' : ℝ → ℝ} (h0 : f 1 = 0)
    (hf : ∀ y, 1 ≤ y → HasDerivAt f (f' y) y) (hpos : ∀ y, 1 < y → 0 < f' y)
    {x : ℝ} (hx : 1 < x) : 0 < f x := by
  obtain ⟨y, hy, hslope⟩ := exists_hasDerivAt_eq_slope f f' hx
    (fun y hy => (hf y hy.1).continuousAt.continuousWithinAt) (fun y hy => hf y hy.1.le)
  have hx1 : 0 < x - 1 := sub_pos.2 hx
  rw [eq_div_iff hx1.ne', h0, sub_zero] at hslope
  rw [← hslope]
  exact mul_pos (hpos y hy.1) hx1

/-- For `x > 1` the logarithm lies strictly between `(x - 1) - (x - 1)² / 2` and
`(x - 1 / x) / 2`. -/
theorem log_bounds {x : ℝ} (hx : 1 < x) :
    (x - 1) - (x - 1) * (x - 1) / 2 < Real.log x ∧ Real.log x < (x - x⁻¹) / 2 := by
  constructor
  · have h : 0 < Real.log x - (x - 1) + (x - 1) * (x - 1) / 2 := by
      refine pos_of_slope_pos (f := fun y => Real.log y - (y - 1) + (y - 1) * (y - 1) / 2)
        (f' := fun y => y⁻¹ - 1 + (y - 1)) (by simp) (fun y hy => ?_) (fun y hy => ?_) hx
      · have hy0 : y ≠ 0 := by linarith
        have hd := (hasDerivAt_id' y).sub_const 1
        exact (((Real.hasDerivAt_log hy0).fun_sub hd).fun_add
          ((hd.fun_mul hd).div_const 2)).congr_deriv (by ring)
      · -- the slope is the positive quantity (y - 1)² / y
        have hy0 : 0 < y := by linarith
        have hi : y⁻¹ * y = 1 := inv_mul_cancel₀ hy0.ne'
        have e : y⁻¹ - 1 + (y - 1) = y⁻¹ * (y - 1) ^ 2 := by
          linear_combination (2 - y) * hi
        change 0 < y⁻¹ - 1 + (y - 1)
        rw [e]
        exact mul_pos (inv_pos.2 hy0) (pow_pos (sub_pos.2 hy) 2)
    linarith
  · have h : 0 < (x - x⁻¹) / 2 - Real.log x := by
      refine pos_of_slope_pos (f := fun y => (y - y⁻¹) / 2 - Real.log y)
        (f' := fun y => (1 - y⁻¹) ^ 2 / 2) (by simp) (fun y hy => ?_) (fun y hy => ?_) hx
      · have hy0 : y ≠ 0 := by linarith
        exact ((((hasDerivAt_id' y).fun_sub (hasDerivAt_inv hy0)).div_const 2).fun_sub
          (Real.hasDerivAt_log hy0)).congr_deriv (by ring)
      · have hi : y⁻¹ < 1 := inv_lt_one_of_one_lt₀ hy
        exact div_pos (pow_pos (sub_pos.2 hi) 2) two_pos
    linarith

/-- For `0 < T < Tm`, the error per unit heat-capacity difference lies strictly between
`(Tm - T)² / (2 Tm)` and `(Tm - T)² / (2 T)`. -/
theorem unit_error_bounds {Tm T : ℝ} (hT : 0 < T) (hlt : T < Tm) :
    (Tm - T) ^ 2 / (2 * Tm) < Tm - T - T * Real.log (Tm / T) ∧
      Tm - T - T * Real.log (Tm / T) < (Tm - T) ^ 2 / (2 * T) := by
  have hTm : 0 < Tm := hT.trans hlt
  obtain ⟨hlo, hup⟩ := log_bounds ((one_lt_div hT).2 hlt)
  -- multiply both logarithm bounds by T
  have h1 := mul_lt_mul_of_pos_left hlo hT
  have h2 := mul_lt_mul_of_pos_left hup hT
  have e1 : T * ((Tm / T - 1) - (Tm / T - 1) * (Tm / T - 1) / 2)
      = (Tm - T) - (Tm - T) ^ 2 / (2 * T) := by
    field_simp
    ring
  have e2 : T * ((Tm / T - (Tm / T)⁻¹) / 2) = (Tm - T) - (Tm - T) ^ 2 / (2 * Tm) := by
    field_simp
    ring
  rw [e1] at h1
  rw [e2] at h2
  constructor <;> linarith

end

end UnitErrorBounds
```

Compiling this gives:

```
Main.lean:65:4: error: No goals to be solved
```

What went wrong. The error is in the proof of `e1`, the identity that rewrites T times the lower logarithm bound as (Tm − T) − (Tm − T)²/(2T). The message "No goals to be solved" means that a tactic was called when nothing was left to prove. Here that tactic is `ring`, on the line after `field_simp`. The identity is not at fault: `field_simp`, which is mainly used to clear denominators, had already simplified the equation so far that it closed the goal by itself. `ring` then had no equation to work on, and Lean reports that as an error.

The repair deletes this one `ring`, so the proof of `e1` ends with `field_simp`. The same pair of tactics stays in the proof of `e2`, where `field_simp` leaves an equation that `ring` still has to prove.

Fix (accepted with no message):

```diff
@@ -63,5 +63,4 @@
       = (Tm - T) - (Tm - T) ^ 2 / (2 * T) := by
     field_simp
-    ring
   have e2 : T * ((Tm / T - (Tm / T)⁻¹) / 2) = (Tm - T) - (Tm - T) ^ 2 / (2 * Tm) := by
     field_simp
```
